# Richardson extrapolation with geometric basis-set errors: exact limit and largest noise amplification

Suppose that three energies from successive basis sets are extrapolated, that the leading basis-set error halves at each step while the next one falls to a quarter, and that the result is trusted to the same accuracy as the inputs. This trust can be misplaced by a factor of five: the weights are $\tfrac13, -2, \tfrac83$, and errors of $1\,\mu E_\mathrm{h}$ whose signs match those of the weights add up to $5\,\mu E_\mathrm{h}$. If the two ratios are $0.9$ and $0.81$ instead, the factor is $181$. For a finite sum of geometric errors whose ratios are successive powers of one known ratio between zero and one, the theorems below give this factor in closed form, and so tell how small input errors of unknown sign must be to guarantee a given accuracy of the result.

```lean
import Mathlib

open Polynomial

namespace RichardsonNoise

noncomputable section
```

## The weights as polynomial coefficients

Let $q$ be the ratio by which the leading basis-set error shrinks from one basis set to the next, and let $n$ be the number of error terms to be removed. Define

$$P_n(z)=\prod_{k=0}^{n-1}\frac{z-q^{k+1}}{1-q^{k+1}} .$$

The index $k$ starts at zero, as in `Finset.range n`; the code comments number the same factors from one.

```lean
/-- The Richardson polynomial `∏ (z - q^k) / (1 - q^k)`, `k = 1, ..., n`, for `q` with
no `q^k` equal to one. -/
def richardsonPoly (q : ℝ) (n : ℕ) : ℝ[X] :=
  ∏ k ∈ Finset.range n, (C (1 / (1 - q ^ (k + 1))) * (X - C (q ^ (k + 1))))
```

The weight $w_{n,i}$ is the coefficient of $z^i$ in $P_n$.

```lean
/-- The weight of the `i`-th energy: the coefficient of `z^i` in the Richardson polynomial,
for `q` with no `q^k` equal to one, `k = 1, ..., n`. -/
def weight (q : ℝ) (n i : ℕ) : ℝ := (richardsonPoly q n).coeff i
```

Given energies $F_0,\dots,F_n$, the extrapolated value is $\sum_{i=0}^n w_{n,i}F_i$. In Lean, `F` is an infinite sequence of reals, of which only these $n+1$ entries enter.

```lean
/-- The extrapolated energy: the weighted sum of the energies `F 0, ..., F n`,
for `q` with no `q^k` equal to one, `k = 1, ..., n`. -/
def extrapolate (q : ℝ) (n : ℕ) (F : ℕ → ℝ) : ℝ :=
  ∑ i ∈ Finset.range (n + 1), weight q n i * F i
```

## Energies, noise factor and tableau

The energy in basis set $i$ is modelled as

$$E_i=E+\sum_{k=0}^{n-1}A_k\,q^{(k+1)i},$$

where $E$ is the basis-set limit and the $A_k$ are unknown real amplitudes. This form is assumed, not derived from the electronic Schrödinger equation. It describes exponential convergence with the basis-set index, with corrections in higher powers of the same ratio.

```lean
/-- The energy in the `i`-th basis set: the limit `E` plus `n` geometrically decaying errors
with ratios `q, q^2, ..., q^n`; the amplitude of ratio `q^(k+1)` is `A k`. -/
def energyModel (q : ℝ) (n : ℕ) (E : ℝ) (A : ℕ → ℝ) (i : ℕ) : ℝ :=
  E + ∑ k ∈ Finset.range n, A k * q ^ ((k + 1) * i)
```

The factor that, for $0<q<1$, will multiply the bound on the input errors is

$$N_n=\prod_{k=0}^{n-1}\frac{1+q^{k+1}}{1-q^{k+1}} .$$

```lean
/-- The noise factor `∏ (1 + q^k) / (1 - q^k)`, `k = 1, ..., n`, for `q` with no `q^k`
equal to one. -/
def noiseFactor (q : ℝ) (n : ℕ) : ℝ :=
  ∏ k ∈ Finset.range n, (1 + q ^ (k + 1)) / (1 - q ^ (k + 1))
```

The familiar tableau removes one power at a time. It starts from $T_{0,i}=F_i$ and continues with

$$T_{n+1,i}=\frac{T_{n,i+1}-q^{n+1}T_{n,i}}{1-q^{n+1}} .$$

```lean
/-- The Richardson tableau: each column combines neighbouring entries of the previous one to
remove one more power of `q`, for `q` with no `q^k` equal to one, `k ≥ 1`. -/
def tableau (q : ℝ) (F : ℕ → ℝ) : ℕ → ℕ → ℝ
  | 0, i => F i
  | n + 1, i => (tableau q F n (i + 1) - q ^ (n + 1) * tableau q F n i) / (1 - q ^ (n + 1))
```

## The weighted sum evaluates the polynomial

Each of the $n$ factors of $P_n$ has degree at most one, so $P_n$ has degree at most $n$. The proof is by induction on $n$.

```lean
/-- The Richardson polynomial for `n` error terms has degree at most `n`. -/
theorem natDegree_richardsonPoly_le (q : ℝ) (n : ℕ) : (richardsonPoly q n).natDegree ≤ n := by
  induction n with
  | zero => simp [richardsonPoly]
  | succ n ih =>
    rw [richardsonPoly, Finset.prod_range_succ]
    exact natDegree_mul_le.trans
      (add_le_add ih ((natDegree_C_mul_le _ _).trans (natDegree_X_sub_C_le _)))
```

All coefficients of $P_n$ therefore appear among $w_{n,0},\dots,w_{n,n}$, and for every real $x$

$$\sum_{i=0}^n w_{n,i}\,x^i=P_n(x).$$

The Mathlib lemma `eval_eq_sum_range'` carries this step. It writes the value of a polynomial as a sum of coefficients times powers over any range longer than the degree. An upper bound on the degree is enough, whereas the unprimed version sums up to the exact degree. With range `n + 1`, the sum is by definition `extrapolate` applied to the powers of $x$, so a statement about weights becomes a statement about a product. The later proofs use it at $x=1$, $x=q^{k+1}$ and $x=-1$.

```lean
/-- The weighted sum of a geometric sequence `x^i` is the Richardson polynomial at `x`. -/
theorem extrapolate_pow (q : ℝ) (n : ℕ) (x : ℝ) :
    extrapolate q n (fun i => x ^ i) =
      ∏ k ∈ Finset.range n, (x - q ^ (k + 1)) / (1 - q ^ (k + 1)) := by
  have h := eval_eq_sum_range' (Nat.lt_succ_of_le (natDegree_richardsonPoly_le q n)) x
  refine h.symm.trans ?_
  rw [richardsonPoly, eval_prod]
  refine Finset.prod_congr rfl fun k _ => ?_
  simp only [eval_mul, eval_C, eval_sub, eval_X]
  ring
```

## One more error term

Put $r=q^{n+1}$. From $P_{n+1}(z)=(z-r)P_n(z)/(1-r)$, comparing coefficients gives

$$w_{n+1,0}=\frac{-r\,w_{n,0}}{1-r},\qquad w_{n+1,i+1}=\frac{w_{n,i}-r\,w_{n,i+1}}{1-r}.$$

```lean
/-- Recursion for the weights: those for `n + 1` error terms expressed through those for `n`, for
`q` with no `q^k` equal to one, `k = 1, ..., n + 1`. -/
theorem weight_succ (q : ℝ) (n : ℕ) :
    weight q (n + 1) 0 = -(q ^ (n + 1) * weight q n 0) / (1 - q ^ (n + 1)) ∧
    ∀ i, weight q (n + 1) (i + 1) =
      (weight q n i - q ^ (n + 1) * weight q n (i + 1)) / (1 - q ^ (n + 1)) := by
  have h : richardsonPoly q (n + 1) = C (1 / (1 - q ^ (n + 1))) *
      (richardsonPoly q n * X - C (q ^ (n + 1)) * richardsonPoly q n) := by
    rw [richardsonPoly, Finset.prod_range_succ, ← richardsonPoly]
    ring
  constructor
  · rw [weight, h, coeff_C_mul, coeff_sub, coeff_C_mul, coeff_mul_X_zero, weight]
    ring
  · intro i
    rw [weight, h, coeff_C_mul, coeff_sub, coeff_C_mul, coeff_mul_X, weight, weight]
    ring
```

This recursion shows that the tableau and the weights agree: $T_{n,i}=\sum_{j=0}^n w_{n,j}F_{i+j}$. For $n=0$ both sides are $F_i$. If the identity holds for $n$, then

$$T_{n+1,i}=\frac{1}{1-r}\Big(\sum_{j=0}^n w_{n,j}F_{i+j+1}-r\sum_{j=0}^n w_{n,j}F_{i+j}\Big).$$

The coefficient of $F_i$ is $-r\,w_{n,0}/(1-r)=w_{n+1,0}$. That of $F_{i+j+1}$ is $(w_{n,j}-r\,w_{n,j+1})/(1-r)=w_{n+1,j+1}$, where $w_{n,n+1}=0$ takes care of $j=n$. In the code, `top` is this vanishing coefficient, and `h0` shifts the second sum so that the two can be combined.

```lean
/-- The Richardson tableau and the weighted sum give the same extrapolated energy. -/
theorem tableau_eq_extrapolate (q : ℝ) (F : ℕ → ℝ) (n i : ℕ) :
    tableau q F n i = extrapolate q n (fun j => F (i + j)) := by
  induction n generalizing i with
  | zero => simp [tableau, extrapolate, weight, richardsonPoly]
  | succ n ih =>
    have top : weight q n (n + 1) = 0 :=
      coeff_eq_zero_of_natDegree_lt (Nat.lt_succ_of_le (natDegree_richardsonPoly_le q n))
    -- split off the first term of the sum instead of the vanishing last one
    have h0 := (Finset.sum_range_succ (fun j => weight q n j * F (i + j)) (n + 1)).symm.trans
      (Finset.sum_range_succ' (fun j => weight q n j * F (i + j)) (n + 1))
    simp only [top, zero_mul, add_zero] at h0
    have hs : ∑ j ∈ Finset.range (n + 1), weight q (n + 1) (j + 1) * F (i + (j + 1)) =
        (∑ j ∈ Finset.range (n + 1), weight q n j * F (i + (j + 1)) - q ^ (n + 1) *
          ∑ j ∈ Finset.range (n + 1), weight q n (j + 1) * F (i + (j + 1))) /
          (1 - q ^ (n + 1)) := by
      rw [Finset.mul_sum, ← Finset.sum_sub_distrib, Finset.sum_div]
      refine Finset.sum_congr rfl fun j _ => ?_
      rw [(weight_succ q n).2 j]
      ring
    have hi : ∀ j, i + 1 + j = i + (j + 1) := fun j => by omega
    rw [tableau, ih, ih]
    simp only [extrapolate, hi]
    rw [h0, Finset.sum_range_succ' _ (n + 1), hs, (weight_succ q n).1]
    simp only [add_zero]
    ring
```

## Alternating signs and the sum of moduli

Now let $0<q<1$. Then $(-1)^{n+i}w_{n,i}\ge 0$. This is clear for $P_0=1$, and the recursion gives

$$(-1)^{n+1}w_{n+1,0}=\frac{r\,(-1)^n w_{n,0}}{1-r},$$

$$(-1)^{n+i+2}w_{n+1,i+1}=\frac{(-1)^{n+i}w_{n,i}+r\,(-1)^{n+i+1}w_{n,i+1}}{1-r}.$$

Since $r>0$ and $1-r>0$, both right-hand sides are nonnegative if the claim holds for $n$. Hence $|w_{n,i}|=(-1)^{n+i}w_{n,i}$. The Lean induction on `n` keeps `i` general and treats the two formulas as separate cases.

```lean
/-- For `0 < q < 1` the weights alternate in sign, the last one being nonnegative. -/
theorem abs_weight {q : ℝ} (hq0 : 0 < q) (hq1 : q < 1) (n i : ℕ) :
    |weight q n i| = (-1) ^ (n + i) * weight q n i := by
  have sign : 0 ≤ (-1) ^ (n + i) * weight q n i := by
    induction n generalizing i with
    | zero => cases i <;> simp [weight, richardsonPoly, coeff_one]
    | succ n ih =>
      have hd : 0 < 1 - q ^ (n + 1) := sub_pos.mpr (pow_lt_one₀ hq0.le hq1 (by omega))
      have hr : 0 ≤ q ^ (n + 1) := by positivity
      cases i with
      | zero =>
        have h := div_nonneg (mul_nonneg hr (ih 0)) hd.le
        have e : (-1 : ℝ) ^ (n + 1 + 0) = -(-1) ^ (n + 0) := by
          rw [add_zero, add_zero, pow_succ, mul_neg_one]
        rw [(weight_succ q n).1, e]
        refine h.trans_eq ?_
        generalize (-1 : ℝ) ^ (n + 0) = s
        ring
      | succ i =>
        have h := div_nonneg (add_nonneg (ih i) (mul_nonneg hr (ih (i + 1)))) hd.le
        have e : (-1 : ℝ) ^ (n + 1 + (i + 1)) = (-1) ^ (n + i) := by
          rw [show n + 1 + (i + 1) = n + i + 1 + 1 by omega, pow_succ, pow_succ,
            mul_neg_one, mul_neg_one, neg_neg]
        have e' : (-1 : ℝ) ^ (n + (i + 1)) = -(-1) ^ (n + i) := by
          rw [← add_assoc, pow_succ, mul_neg_one]
        rw [e'] at h
        rw [(weight_succ q n).2 i, e]
        refine h.trans_eq ?_
        generalize (-1 : ℝ) ^ (n + i) = s
        ring
  have h := abs_of_nonneg sign
  simpa only [abs_mul, abs_pow, abs_neg, abs_one, one_pow, one_mul] using h
```

Summing the moduli amounts to evaluating $P_n$ at $-1$:

$$\sum_{i=0}^n|w_{n,i}|=(-1)^nP_n(-1)=\prod_{k=0}^{n-1}\frac{1+q^{k+1}}{1-q^{k+1}}=N_n .$$

The code writes $(-1)^n$ as a product of $n$ factors $-1$ and absorbs one into each numerator.

```lean
/-- For `0 < q < 1` the moduli of the weights add up to the noise factor. -/
theorem sum_abs_weight {q : ℝ} (hq0 : 0 < q) (hq1 : q < 1) (n : ℕ) :
    ∑ i ∈ Finset.range (n + 1), |weight q n i| = noiseFactor q n := by
  calc _ = (-1) ^ n * extrapolate q n (fun i => (-1) ^ i) := by
        rw [extrapolate, Finset.mul_sum]
        refine Finset.sum_congr rfl fun i _ => ?_
        rw [abs_weight hq0 hq1, pow_add]
        ring
    _ = (∏ _k ∈ Finset.range n, (-1 : ℝ)) *
          ∏ k ∈ Finset.range n, (-1 - q ^ (k + 1)) / (1 - q ^ (k + 1)) := by
        rw [extrapolate_pow, Finset.prod_const, Finset.card_range]
    _ = _ := by
        rw [← Finset.prod_mul_distrib, noiseFactor]
        refine Finset.prod_congr rfl fun k _ => ?_
        ring
```

## Recovering the limit, with only one choice of weights

Inserting the model and exchanging the two sums gives

$$\sum_{i=0}^n w_{n,i}E_i=E\,P_n(1)+\sum_{k=0}^{n-1}A_k\,P_n(q^{k+1})=E,$$

because $P_n(1)=1$ and every $q^{k+1}$ in the sum is a root. These two facts enter the proof through `h1` and `h2`.

```lean
/-- For `0 < q < 1` extrapolation recovers the limit `E` exactly from `n + 1` energies with
`n` geometric error terms. -/
theorem extrapolate_exact {q : ℝ} (hq0 : 0 < q) (hq1 : q < 1) (n : ℕ) (E : ℝ) (A : ℕ → ℝ) :
    extrapolate q n (energyModel q n E A) = E := by
  -- the polynomial is one at `1` and zero at each `q^k`
  have h1 : ∑ i ∈ Finset.range (n + 1), weight q n i = 1 := by
    have h := extrapolate_pow q n 1
    simp only [extrapolate, one_pow, mul_one] at h
    rw [h]
    exact Finset.prod_eq_one fun k _ =>
      div_self (sub_pos.mpr (pow_lt_one₀ hq0.le hq1 (by omega))).ne'
  have h2 : ∑ i ∈ Finset.range (n + 1), weight q n i *
      ∑ k ∈ Finset.range n, A k * q ^ ((k + 1) * i) = 0 := by
    simp_rw [Finset.mul_sum]
    rw [Finset.sum_comm]
    refine Finset.sum_eq_zero fun k hk => ?_
    have h : extrapolate q n (fun i => (q ^ (k + 1)) ^ i) = 0 := by
      rw [extrapolate_pow]
      exact Finset.prod_eq_zero hk (by simp)
    rw [← mul_zero (A k), ← h, extrapolate, Finset.mul_sum]
    refine Finset.sum_congr rfl fun i _ => ?_
    rw [pow_mul]
    ring
  simp only [extrapolate, energyModel, mul_add, Finset.sum_add_distrib]
  rw [h2, ← Finset.sum_mul, h1]
  ring
```

Suppose that weights $v_0,\dots,v_n$ also return $E$ for every $E$ and all amplitudes. Let $D(z)=\sum_{i=0}^n(v_i-w_{n,i})z^i$. The choice $E=1$, $A=0$ gives $D(1)=0$. The choice $E=0$ with a single amplitude $A_k=1$ gives $D(q^{k+1})=0$. So $D$ has degree at most $n$ and the $n+1$ distinct roots $1,q,\dots,q^n$. It is zero, and $v_i=w_{n,i}$ for $i\le n$. Lean indexes the roots by `Fin (n + 1)` and takes their distinctness from the strict decrease of the powers of $q$.

```lean
/-- For `0 < q < 1`, weights that recover the limit for every `E` and all amplitudes are
the Richardson weights. -/
theorem weight_unique {q : ℝ} (hq0 : 0 < q) (hq1 : q < 1) (n : ℕ) (v : ℕ → ℝ)
    (hv : ∀ E A, ∑ i ∈ Finset.range (n + 1), v i * energyModel q n E A i = E)
    (i : ℕ) (hi : i ≤ n) : v i = weight q n i := by
  have hd : ∀ E A, ∑ i ∈ Finset.range (n + 1),
      (v i - weight q n i) * energyModel q n E A i = 0 := by
    intro E A
    have h := extrapolate_exact hq0 hq1 n E A
    rw [extrapolate] at h
    simp only [sub_mul, Finset.sum_sub_distrib]
    rw [hv E A, h, sub_self]
  -- the difference polynomial has the `n + 1` roots `1, q, ..., q^n`
  have hp : ∑ i ∈ Finset.range (n + 1), C (v i - weight q n i) * X ^ i = 0 := by
    apply Polynomial.eq_zero_of_natDegree_lt_card_of_eval_eq_zero _
      (f := fun m : Fin (n + 1) => q ^ (m : ℕ))
    · intro a b hab
      exact Fin.ext ((pow_right_strictAnti₀ hq0 hq1).injective hab)
    · rintro ⟨m, hm⟩
      rw [eval_finsetSum]
      simp only [eval_mul, eval_C, eval_pow, eval_X]
      cases m with
      | zero =>
        have h := hd 1 (fun _ => 0)
        simpa only [energyModel, zero_mul, Finset.sum_const_zero, add_zero, pow_zero,
          one_pow] using h
      | succ k =>
        have hk : k < n := by omega
        have h := hd 0 (fun j => if j = k then 1 else 0)
        have he : ∀ i, energyModel q n 0 (fun j => if j = k then 1 else 0) i =
            (q ^ (k + 1)) ^ i := by
          intro i
          simp [energyModel, hk, pow_mul]
        simpa only [he] using h
    · rw [Fintype.card_fin]
      refine Nat.lt_succ_of_le (natDegree_sum_le_of_forall_le _ _ fun j hj => ?_)
      exact (natDegree_C_mul_X_pow_le _ _).trans (Nat.lt_succ_iff.mp (Finset.mem_range.mp hj))
  have h := congrArg (fun p => p.coeff i) hp
  simp only [finsetSum_coeff, coeff_C_mul, coeff_X_pow, mul_ite, mul_one, mul_zero,
    Finset.sum_ite_eq, Finset.mem_range, coeff_zero] at h
  rw [if_pos (by omega)] at h
  linarith
```

## The largest error

Let each energy carry a real error $\delta_i$ with $|\delta_i|\le\varepsilon$, for example from integral thresholds. By exactness, the error of the result is $\sum_i w_{n,i}\delta_i$, and

$$\Big|\sum_{i=0}^n w_{n,i}\delta_i\Big|\le\varepsilon\sum_{i=0}^n|w_{n,i}|=\varepsilon N_n .$$

The choice $\delta_i=\varepsilon(-1)^{n+i}$ makes every term nonnegative and gives equality. For $n\ge1$ and $\varepsilon>0$, equality needs errors of both signs. Incomplete minimisation of a variational energy gives only errors $\delta_i\ge0$; the bound then still holds but is not reached.

The final theorem assumes $0<q<1$ and $\varepsilon\ge0$, for any $n$, $E$ and $A$. Its first part is exactness. In the second, the set contains every modulus $|\text{result}-E|$ that admissible errors can produce, and `IsGreatest` says that $\varepsilon N_n$ belongs to this set and is an upper bound for it. The three blocks after `refine` check that the alternating errors are admissible, that they attain the value, and that nothing exceeds it. For $n=0$ the single energy is returned unchanged and $N_0=1$.

The theorem concerns the worst case, not a statistical average. It takes $q$ as known and the weighted sum as free of rounding, and it leaves aside error terms beyond the first $n$.

```lean
/-- For `0 < q < 1` extrapolation is exact on noiseless energies, and input errors of modulus
at most `ε ≥ 0` produce a largest error of exactly `ε` times the noise factor. -/
theorem richardson_exact_and_noise {q : ℝ} (hq0 : 0 < q) (hq1 : q < 1) (n : ℕ)
    (E : ℝ) (A : ℕ → ℝ) {ε : ℝ} (hε : 0 ≤ ε) :
    extrapolate q n (energyModel q n E A) = E ∧
    IsGreatest {x | ∃ δ : ℕ → ℝ, (∀ i ≤ n, |δ i| ≤ ε) ∧
      x = |extrapolate q n (fun i => energyModel q n E A i + δ i) - E|}
      (ε * noiseFactor q n) := by
  have hE := extrapolate_exact hq0 hq1 n E A
  have hlin : ∀ δ : ℕ → ℝ, extrapolate q n (fun i => energyModel q n E A i + δ i) - E =
      ∑ i ∈ Finset.range (n + 1), weight q n i * δ i := by
    intro δ
    rw [extrapolate] at hE
    simp only [extrapolate, mul_add, Finset.sum_add_distrib]
    rw [hE]
    ring
  refine ⟨hE, ⟨fun i => ε * (-1) ^ (n + i), fun i _ => ?_, ?_⟩, ?_⟩
  · simp [abs_mul, abs_of_nonneg hε]
  · -- errors of alternating sign add up coherently
    have h : ∑ i ∈ Finset.range (n + 1), weight q n i * (ε * (-1) ^ (n + i)) =
        ε * noiseFactor q n := by
      rw [← sum_abs_weight hq0 hq1, Finset.mul_sum]
      refine Finset.sum_congr rfl fun i _ => ?_
      rw [abs_weight hq0 hq1]
      ring
    have hN : 0 ≤ noiseFactor q n := by
      rw [← sum_abs_weight hq0 hq1]
      exact Finset.sum_nonneg fun i _ => abs_nonneg _
    rw [hlin, h, abs_of_nonneg (mul_nonneg hε hN)]
  · -- the triangle inequality gives the upper bound
    rintro x ⟨δ, hδ, rfl⟩
    rw [hlin, ← sum_abs_weight hq0 hq1, Finset.mul_sum]
    refine (Finset.abs_sum_le_sum_abs _ _).trans (Finset.sum_le_sum fun i hi => ?_)
    rw [abs_mul, mul_comm]
    exact mul_le_mul_of_nonneg_right
      (hδ i (Nat.lt_succ_iff.mp (Finset.mem_range.mp hi))) (abs_nonneg _)

end

end RichardsonNoise
```

```lean
#print axioms RichardsonNoise.tableau_eq_extrapolate
#print axioms RichardsonNoise.weight_unique
#print axioms RichardsonNoise.richardson_exact_and_noise
```

```
'RichardsonNoise.tableau_eq_extrapolate' depends on axioms: [propext, Classical.choice, Quot.sound]
'RichardsonNoise.weight_unique' depends on axioms: [propext, Classical.choice, Quot.sound]
'RichardsonNoise.richardson_exact_and_noise' depends on axioms: [propext, Classical.choice, Quot.sound]
```

## Negative ratios break the noise formula

For $n\ge1$ the noise formula needs $q\ge0$. Take $n=1$ and $q=-\tfrac12$, so that the basis-set error changes sign at each step. The weights are $\tfrac13$ and $\tfrac23$, and they still recover $E$. Equal errors $\delta_0=\delta_1=\varepsilon>0$ shift the result by $\varepsilon$, but the product formula would allow only $\varepsilon/3$. The weights no longer alternate in sign, so the value at $-1$ no longer gives the sum of their moduli.
